# Damped quasiparticle iteration with S′(E) < 1: local convergence for 0 < a < 2Z, only exact hits for a > 2Z

Let $S$ be a real function, differentiable at a solution $E$ of $E = e + S(E)$, with $S'(E) < 1$, and let $Z = 1/(1 - S'(E))$. The damped iteration

$$w \mapsto (1-a)\,w + a\,\bigl(e + S(w)\bigr)$$

converges to $E$ from every sufficiently close start if $0 < a < 2Z$. If $a > 2Z$, an orbit converges to $E$ exactly when it lands on $E$ after finitely many steps.

Here $w$ is the trial energy, $a$ the mixing parameter, $S$ the real part of the self-energy for one state, and $e$ the sum of the energy-independent terms. The number $Z$ is the quasiparticle weight. The condition $S'(E) < 1$ says that it is positive. In the usual case $S'(E) = -b$ with $b \ge 0$, we have $Z = 1/(1+b)$, between 0 and 1.

## Mixing in a quasiparticle solver

A code that solves the quasiparticle equation of an electron gas or a GW calculation by repeated substitution with linear mixing can use this bound, with an estimate of $Z$, to choose $a$, provided that it treats one real scalar equation with a fixed self-energy. Undamped substitution is $a = 1$: it is locally convergent if $Z > 1/2$, and if $Z < 1/2$ it can reach $E$ only by an exact hit. For such strongly renormalised states, a choice $0 < a < 2Z$ restores local convergence.

The choice $a = Z$ makes convergence superlinear. A single step with $a = Z$ from a start $w$ gives $w + Z\,\bigl(e + S(w) - w\bigr)$. If $w$ is the mean-field energy, this has the form of the familiar linearised quasiparticle correction, with $Z$ taken at $E$ instead of at $w$.

## The slope of the update at E

Write $f(w) = (1-a)w + a(e + S(w))$, and let $w_n$ be the $n$-th iterate from $w_0 = w$. Since $e + S(E) = E$, we have $f(E) = (1-a)E + aE = E$. Differentiating at $E$ gives

$$m = f'(E) = 1 - a + a\,S'(E) = 1 - a\,\bigl(1 - S'(E)\bigr) = 1 - \frac{a}{Z}.$$

**Small damping parameter.** If $0 < a < 2Z$, then $-1 < m < 1$. Choose $q$ with $|m| < q < 1$. The quotient $(f(w)-E)/(w-E)$ tends to $m$ as $w \to E$, so there is a $\delta > 0$ such that

$$|f(w) - E| \le q\,|w - E| \quad\text{whenever } |w-E| < \delta.$$

A start within $\delta$ of $E$ stays within $\delta$, and by induction $|w_n - E| \le q^n |w - E| \to 0$.

**Large damping parameter.** If $a > 2Z$, then $m < -1$. Suppose that $w_n \to E$ but $w_n \ne E$ for all $n$. Then

$$\frac{w_{n+1} - E}{w_n - E} \to m,$$

so from some step $N$ on, the modulus of this ratio exceeds 1. Hence $|w_{N+k} - E| \ge |w_N - E| > 0$ for every $k \ge 0$, which contradicts convergence. Conversely, an orbit that reaches $E$ stays there, because $f(E) = E$.

**Two special values.** For $a = Z$ we get $m = 0$, so the error ratio tends to zero along any orbit that converges to $E$ without hitting it. For $a = 2Z$ and the linear self-energy $S(x) = E - e - b(x - E)$ with $b \ne -1$,

$$f(w) = w - a(1+b)(w - E) = w - 2(w-E) = 2E - w.$$

Every start other than $E$ then alternates between two points, so convergence can fail at the threshold itself.

It would be wrong to conclude that for $a > 2Z$ only the start $w = E$ converges. Take $e = E = 0$, $S(w) = w^2$ and $a = 3$. Then $Z = 1$ and $f(w) = -2w + 3w^2$, so $w = 2/3$ lands on 0 in one step. This is why the statement has an equivalence with exact hits.

## Lean file for the damped update

```lean
import Mathlib

open Filter Topology

namespace DampedQuasiparticle

noncomputable section

/-- One damped update of the quasiparticle energy: the old energy `w` is mixed with the
new value `e + S w`, the latter with weight `a`. -/
def dampedStep (S : ℝ → ℝ) (e a w : ℝ) : ℝ := (1 - a) * w + a * (e + S w)

/-- The quasiparticle weight `Z = 1 / (1 - S'(E))` of a self-energy `S` differentiable
at `E` with `S'(E) ≠ 1`. -/
def quasiparticleWeight (S : ℝ → ℝ) (E : ℝ) : ℝ := 1 / (1 - deriv S E)

/-- A solution of the quasiparticle equation `E = e + S(E)` is a fixed point of the
damped update. -/
theorem dampedStep_fixed {S : ℝ → ℝ} {e E : ℝ} (a : ℝ) (hE : E = e + S E) :
    dampedStep S e a E = E := by
  unfold dampedStep
  linear_combination (-a) * hE

/-- If the self-energy is differentiable at `E`, the damped update has derivative
`1 - a (1 - S'(E))` there. -/
theorem hasDerivAt_dampedStep {S : ℝ → ℝ} {E : ℝ} (e a : ℝ)
    (hS : DifferentiableAt ℝ S E) :
    HasDerivAt (dampedStep S e a) (1 - a * (1 - deriv S E)) E := by
  have h := ((hasDerivAt_id' E).const_mul (1 - a)).fun_add
    ((hS.hasDerivAt.const_add e).const_mul a)
  exact h.congr_deriv (by ring)

/-- A fixed point at which the update has a derivative of modulus below one attracts
all sufficiently close starts. -/
theorem attracting_fixed_point {f : ℝ → ℝ} {E m : ℝ} (hf : HasDerivAt f m E)
    (hE : f E = E) (hm : |m| < 1) :
    ∃ δ > 0, ∀ w, |w - E| < δ → Tendsto (fun n => f^[n] w) atTop (𝓝 E) := by
  obtain ⟨q, hmq, hq⟩ := exists_between hm
  have hq0 : 0 ≤ q := (abs_nonneg m).trans hmq.le
  have ev := (hasDerivAt_iff_tendsto_slope.mp hf).abs.eventually_lt_const hmq
  rw [eventually_nhdsWithin_iff, Metric.eventually_nhds_iff] at ev
  obtain ⟨δ, hδ, h⟩ := ev
  -- from a point within δ of E, one step multiplies the error by at most q
  have step : ∀ w, |w - E| < δ → |f w - E| ≤ q * |w - E| := by
    intro w hw
    by_cases hwE : w = E
    · rw [hwE, hE]
      simp
    · have h1 := h (by rwa [Real.dist_eq]) hwE
      rw [slope_def_field, hE, abs_div,
        div_lt_iff₀ (abs_pos.mpr (sub_ne_zero.mpr hwE))] at h1
      exact h1.le
  refine ⟨δ, hδ, fun w hw => ?_⟩
  -- hence the error decays geometrically
  have bound : ∀ n : ℕ, |f^[n] w - E| ≤ q ^ n * |w - E| := by
    intro n
    induction n with
    | zero => simp
    | succ n ih =>
      have hsmall : |f^[n] w - E| < δ := lt_of_le_of_lt
        (ih.trans (mul_le_of_le_one_left (abs_nonneg _) (pow_le_one₀ hq0 hq.le))) hw
      rw [Function.iterate_succ_apply']
      calc |f (f^[n] w) - E| ≤ q * |f^[n] w - E| := step _ hsmall
        _ ≤ q * (q ^ n * |w - E|) := mul_le_mul_of_nonneg_left ih hq0
        _ = q ^ (n + 1) * |w - E| := by ring
  have hlim := (tendsto_pow_atTop_nhds_zero_of_lt_one hq0 hq).mul_const |w - E|
  rw [zero_mul] at hlim
  rw [tendsto_iff_dist_tendsto_zero]
  exact squeeze_zero (fun n => dist_nonneg)
    (fun n => by rw [Real.dist_eq]; exact bound n) hlim

/-- Along an orbit that converges to a fixed point without ever hitting it, the ratio of
successive errors tends to the derivative of the update at the fixed point. -/
theorem error_ratio {f : ℝ → ℝ} {E m w : ℝ} (hf : HasDerivAt f m E) (hE : f E = E)
    (hlim : Tendsto (fun n => f^[n] w) atTop (𝓝 E)) (hne : ∀ n, f^[n] w ≠ E) :
    Tendsto (fun n => (f^[n + 1] w - E) / (f^[n] w - E)) atTop (𝓝 m) := by
  have h1 : Tendsto (fun n => f^[n] w) atTop (𝓝[≠] E) :=
    tendsto_nhdsWithin_iff.mpr ⟨hlim, Eventually.of_forall hne⟩
  have h2 := (hasDerivAt_iff_tendsto_slope.mp hf).comp h1
  refine h2.congr fun n => ?_
  rw [Function.comp_apply, slope_def_field, hE, Function.iterate_succ_apply']

/-- If the derivative of the update at a fixed point has modulus above one, an orbit that
converges to the fixed point must hit it exactly. -/
theorem repelling_fixed_point {f : ℝ → ℝ} {E m w : ℝ} (hf : HasDerivAt f m E)
    (hE : f E = E) (hm : 1 < |m|) (hlim : Tendsto (fun n => f^[n] w) atTop (𝓝 E)) :
    ∃ n, f^[n] w = E := by
  by_contra hcon
  have hne : ∀ n, f^[n] w ≠ E := fun n hn => hcon ⟨n, hn⟩
  obtain ⟨N, hN⟩ := eventually_atTop.mp
    ((error_ratio hf hE hlim hne).abs.eventually_const_lt hm)
  -- from step N on the error never falls below its value at step N
  have mono : ∀ k : ℕ, |f^[N] w - E| ≤ |f^[N + k] w - E| := by
    intro k
    induction k with
    | zero => exact le_refl _
    | succ k ih =>
      have h := hN (N + k) (Nat.le_add_right _ _)
      rw [abs_div, one_lt_div (abs_pos.mpr (sub_ne_zero.mpr (hne _)))] at h
      exact ih.trans h.le
  obtain ⟨M, hM⟩ := Metric.tendsto_atTop.mp hlim |f^[N] w - E|
    (abs_pos.mpr (sub_ne_zero.mpr (hne N)))
  have h := hM (N + M) (Nat.le_add_left _ _)
  rw [Real.dist_eq] at h
  linarith [mono M]

/-- Let `S` be differentiable at a solution of `E = e + S(E)` with `S'(E) < 1`. For
`0 < a < 2Z` the damped iteration converges to `E` from all sufficiently close starts; for
`a > 2Z` an orbit converges to `E` if and only if it hits `E` exactly. -/
theorem damping_threshold {S : ℝ → ℝ} {e E a : ℝ} (hS : DifferentiableAt ℝ S E)
    (hE : E = e + S E) (hd : deriv S E < 1) :
    (0 < a → a < 2 * quasiparticleWeight S E →
      ∃ δ > 0, ∀ w, |w - E| < δ →
        Tendsto (fun n => (dampedStep S e a)^[n] w) atTop (𝓝 E)) ∧
    (2 * quasiparticleWeight S E < a →
      ∀ w, Tendsto (fun n => (dampedStep S e a)^[n] w) atTop (𝓝 E) ↔
        ∃ n, (dampedStep S e a)^[n] w = E) := by
  have hp : 0 < 1 - deriv S E := by linarith
  have hfix := dampedStep_fixed a hE
  have hder := hasDerivAt_dampedStep e a hS
  constructor
  · intro ha h
    rw [quasiparticleWeight, mul_one_div, lt_div_iff₀ hp] at h
    have hpos := mul_pos ha hp
    exact attracting_fixed_point hder hfix (abs_lt.mpr ⟨by linarith, by linarith⟩)
  · intro h w
    rw [quasiparticleWeight, mul_one_div, div_lt_iff₀ hp] at h
    constructor
    · exact repelling_fixed_point hder hfix (lt_abs.mpr (Or.inr (by linarith)))
    · -- an orbit that has reached E stays there
      rintro ⟨n, hn⟩
      refine tendsto_const_nhds.congr' ?_
      filter_upwards [eventually_ge_atTop n] with k hk
      obtain ⟨j, rfl⟩ := Nat.exists_eq_add_of_le' hk
      rw [Function.iterate_add_apply, hn, Function.iterate_fixed hfix]

/-- Let `S` be differentiable at a solution of `E = e + S(E)` with `S'(E) ≠ 1`. With damping
`a = Z`, the ratio of successive errors tends to zero along every orbit that converges to
`E` without hitting it. -/
theorem superlinear_at_weight {S : ℝ → ℝ} {e E w : ℝ} (hS : DifferentiableAt ℝ S E)
    (hE : E = e + S E) (hd : deriv S E ≠ 1)
    (hlim : Tendsto (fun n => (dampedStep S e (quasiparticleWeight S E))^[n] w)
      atTop (𝓝 E))
    (hne : ∀ n, (dampedStep S e (quasiparticleWeight S E))^[n] w ≠ E) :
    Tendsto (fun n => ((dampedStep S e (quasiparticleWeight S E))^[n + 1] w - E) /
      ((dampedStep S e (quasiparticleWeight S E))^[n] w - E)) atTop (𝓝 0) := by
  have hz : 1 - quasiparticleWeight S E * (1 - deriv S E) = 0 := by
    rw [quasiparticleWeight, one_div_mul_cancel (sub_ne_zero.mpr hd.symm), sub_self]
  have hder := hasDerivAt_dampedStep e (quasiparticleWeight S E) hS
  rw [hz] at hder
  exact error_ratio hder (dampedStep_fixed _ hE) hlim hne

/-- At the threshold `a = 2Z`, for a linear self-energy of slope `-b` with `b ≠ -1` and
quasiparticle energy `E`, each damped step reflects the energy about `E`. -/
theorem reflection_at_threshold (e E b w : ℝ) (hb : 1 + b ≠ 0) :
    dampedStep (fun x => E - e - b * (x - E)) e
      (2 * quasiparticleWeight (fun x => E - e - b * (x - E)) E) w = 2 * E - w := by
  have h : HasDerivAt (fun x : ℝ => E - e - b * (x - E)) (-b) E :=
    ((((hasDerivAt_id' E).sub_const E).const_mul b).const_sub (E - e)).congr_deriv
      (by ring)
  have hk : 1 / (1 + b) * (1 + b) = 1 := one_div_mul_cancel hb
  simp only [dampedStep, quasiparticleWeight, h.deriv, sub_neg_eq_add]
  linear_combination (-2 * (w - E)) * hk

end

end DampedQuasiparticle
```

```lean
#print axioms DampedQuasiparticle.damping_threshold
#print axioms DampedQuasiparticle.superlinear_at_weight
#print axioms DampedQuasiparticle.reflection_at_threshold
```

```
'DampedQuasiparticle.damping_threshold' depends on axioms: [propext, Classical.choice, Quot.sound]
'DampedQuasiparticle.superlinear_at_weight' depends on axioms: [propext, Classical.choice, Quot.sound]
'DampedQuasiparticle.reflection_at_threshold' depends on axioms: [propext, Classical.choice, Quot.sound]
```

## A local statement about one real equation

The main theorem is `damping_threshold`. Its hypotheses are `hS` (differentiability at the single point `E`, which is weaker than $C^1$), `hE` (the quasiparticle equation) and `hd` ($S'(E) < 1$). The function `dampedStep S e a` is $f$, `(dampedStep S e a)^[n] w` is $w_n$, and `quasiparticleWeight S E` is $Z$, built from the actual derivative `deriv S E`. Convergence is `Tendsto … atTop (𝓝 E)`.

The proof follows the derivation:

- `dampedStep_fixed` and `hasDerivAt_dampedStep` supply $f(E) = E$ and $m$.
- `attracting_fixed_point` turns the derivative into a limit of slopes, proves the contraction as `step`, and iterates it by induction as `bound`.
- `error_ratio` evaluates the same slope limit along the orbit, and `repelling_fixed_point` derives the contradiction from the non-decreasing errors in `mono`.
- `damping_threshold` multiplies the inequalities for $a$ by the positive number $1 - S'(E)$ to obtain those for $m$.
- `superlinear_at_weight` and `reflection_at_threshold` treat $a = Z$ and $a = 2Z$.

The hypothesis $S'(E) < 1$ cannot be weakened to $S'(E) \ne 1$. With $e = E = 0$ and $S(w) = 2w$, we have $Z = -1$ and $f(w) = (1+a)w$. For $a = -1/2$ every orbit converges to 0, and those with $w \ne 0$ never hit it, although $a > 2Z$. In the same example, every positive $a$ drives the iteration away from 0.

A solver gets no number for $\delta$: the theorem says that a suitable neighbourhood exists, not that the mean-field energy lies in it. The solution $E$ is assumed to exist and need not be unique. For $a > 2Z$, an orbit that misses $E$ may, for example, run off, cycle, wander without settling or approach another solution; the theorem says only that it does not converge to $E$. The iterates are real numbers, so rounding is absent, as are complex energies, matrix-valued self-energies and any update of $S$ during the iteration.
